# Grid ratios started at or above exp γ forget their starting value in a forbidden region

When a wavefunction is propagated by its neighbour ratios through a barrier, the first ratio may be a guess. A bound on how the error of that guess propagates gives, for a known size of the initial error, a number of grid points after which the error in the ratio $\psi_{j+1}/\psi_j$ lies below a chosen tolerance. The theorems below give such a bound for a real grid equation $\psi_{j+1}+\psi_{j-1}=U_j\psi_j$ whose coefficient satisfies $U_j\ge2\cosh\gamma$ throughout the barrier, with $\gamma>0$. If the guessed and the exact first ratio are both at least $e^\gamma$, each grid step multiplies the error by at most $e^{-2\gamma}$.

```lean
import Mathlib

open Finset

namespace RatioPropagation

noncomputable section

/-- The ratio form of a three-term grid equation: `y_{j+1} = U_{j+1} - 1 / y_j`. -/
def RatioRecursion (U y : ℕ → ℝ) : Prop :=
  ∀ j, y (j + 1) = U (j + 1) - 1 / y j

/-- The grid coefficient satisfies `U_j ≥ 2 cosh γ` at every site `j ≥ 1`. -/
def Forbidden (γ : ℝ) (U : ℕ → ℝ) : Prop :=
  ∀ j, 2 * Real.cosh γ ≤ U (j + 1)

/-- The ratio of a grid wavefunction at neighbouring sites, `ψ_{j+1} / ψ_j`. -/
def waveRatio (ψ : ℕ → ℝ) (j : ℕ) : ℝ := ψ (j + 1) / ψ j

/-- The grid wave `sinh ((j + 1) γ)`. -/
def sinhWave (γ : ℝ) (j : ℕ) : ℝ := Real.sinh (((j : ℝ) + 1) * γ)

/-- The neighbour ratios of a nowhere vanishing solution of
`ψ_{j+2} + ψ_j = U_{j+1} ψ_{j+1}` obey the ratio recursion. -/
theorem waveRatio_recursion {U ψ : ℕ → ℝ} (hψ : ∀ j, ψ j ≠ 0)
    (h : ∀ j, ψ (j + 2) + ψ j = U (j + 1) * ψ (j + 1)) :
    RatioRecursion U (waveRatio ψ) := by
  intro j
  show ψ (j + 1 + 1) / ψ (j + 1) = U (j + 1) - 1 / (ψ (j + 1) / ψ j)
  rw [one_div_div, eq_sub_iff_add_eq, ← add_div, div_eq_iff (hψ _)]
  exact h j

/-- The difference of two nonvanishing ratio sequences is the initial difference
divided by the product of all earlier ratios of both sequences. -/
theorem difference_formula {U R S : ℕ → ℝ} (hR : RatioRecursion U R)
    (hS : RatioRecursion U S) (hR0 : ∀ j, R j ≠ 0) (hS0 : ∀ j, S j ≠ 0) (n : ℕ) :
    R n - S n = (R 0 - S 0) / ∏ j ∈ range n, R j * S j := by
  induction n with
  | zero => simp
  | succ n ih =>
    -- one step divides the difference by `R n * S n`
    rw [prod_range_succ, ← div_div, ← ih, hR n, hS n,
      eq_div_iff (mul_ne_zero (hR0 n) (hS0 n))]
    have a : 1 / R n * R n = 1 := one_div_mul_cancel (hR0 n)
    have b : 1 / S n * S n = 1 := one_div_mul_cancel (hS0 n)
    linear_combination (-S n) * a + R n * b

/-- In a forbidden region a ratio that starts at or above `exp γ` stays there. -/
theorem exp_le_ratio {γ : ℝ} {U y : ℕ → ℝ} (hU : Forbidden γ U)
    (hy : RatioRecursion U y) (h0 : Real.exp γ ≤ y 0) (n : ℕ) :
    Real.exp γ ≤ y n := by
  induction n with
  | zero => exact h0
  | succ n ih =>
    have h1 : 1 / y n ≤ Real.exp (-γ) := by
      rw [Real.exp_neg, ← one_div]
      exact one_div_le_one_div_of_le (Real.exp_pos γ) ih
    have h2 := hU n
    rw [Real.cosh_eq] at h2
    rw [hy n]
    linarith

/-- Inversion multiplies the distance between two numbers at or above `exp γ` by at most `exp
(-2γ)`. -/
theorem inversion_contracts {γ x y : ℝ} (hx : Real.exp γ ≤ x) (hy : Real.exp γ ≤ y) :
    |1 / x - 1 / y| ≤ Real.exp (-2 * γ) * |x - y| := by
  have hx0 : 0 < x := lt_of_lt_of_le (Real.exp_pos γ) hx
  have hy0 : 0 < y := lt_of_lt_of_le (Real.exp_pos γ) hy
  have hxy : Real.exp (2 * γ) ≤ x * y := by
    rw [two_mul, Real.exp_add]
    exact mul_le_mul hx hy (Real.exp_pos γ).le hx0.le
  have h1 : 1 ≤ Real.exp (-2 * γ) * (x * y) := by
    calc (1 : ℝ) = Real.exp (-2 * γ) * Real.exp (2 * γ) := by
          rw [← Real.exp_add, show -2 * γ + 2 * γ = 0 by ring, Real.exp_zero]
      _ ≤ Real.exp (-2 * γ) * (x * y) :=
          mul_le_mul_of_nonneg_left hxy (Real.exp_pos _).le
  have e : 1 / x - 1 / y = (y - x) / (x * y) := by
    field_simp
  rw [e, abs_div, abs_of_pos (mul_pos hx0 hy0), abs_sub_comm y x,
    div_le_iff₀ (mul_pos hx0 hy0)]
  have h2 := mul_le_mul_of_nonneg_right h1 (abs_nonneg (x - y))
  linarith

/-- Two ratio sequences in the same forbidden region, both started at or above `exp γ`, differ after
`n` steps by at most `exp (-2γn)` times their initial difference. -/
theorem ratios_forget_start {γ : ℝ} {U R S : ℕ → ℝ} (hU : Forbidden γ U)
    (hR : RatioRecursion U R) (hS : RatioRecursion U S)
    (hR0 : Real.exp γ ≤ R 0) (hS0 : Real.exp γ ≤ S 0) (n : ℕ) :
    |R n - S n| ≤ Real.exp (-2 * γ * n) * |R 0 - S 0| := by
  induction n with
  | zero => simp
  | succ n ih =>
    calc |R (n + 1) - S (n + 1)| = |1 / R n - 1 / S n| := by
          rw [hR n, hS n, abs_sub_comm (1 / R n)]
          congr 1
          ring
      _ ≤ Real.exp (-2 * γ) * |R n - S n| :=
          inversion_contracts (exp_le_ratio hU hR hR0 n) (exp_le_ratio hU hS hS0 n)
      _ ≤ Real.exp (-2 * γ) * (Real.exp (-2 * γ * n) * |R 0 - S 0|) :=
          mul_le_mul_of_nonneg_left ih (Real.exp_pos _).le
      _ = Real.exp (-2 * γ * (n + 1 : ℕ)) * |R 0 - S 0| := by
          rw [← mul_assoc, ← Real.exp_add,
            show -2 * γ + -2 * γ * (n : ℝ) = -2 * γ * ((n + 1 : ℕ) : ℝ) by
              push_cast; ring]

/-- Take a forbidden region with `γ > 0`. If a computed ratio `T` stays at or above `exp γ` and
makes an error of at most `ε` per step, its distance from an exact ratio `S` that starts at or above
`exp γ` is at most the damped initial distance plus `ε / (1 - exp (-2γ))`. -/
theorem rounding_error_bound {γ ε : ℝ} {U T S : ℕ → ℝ} (hγ : 0 < γ)
    (hU : Forbidden γ U) (hS : RatioRecursion U S) (hS0 : Real.exp γ ≤ S 0)
    (hT : ∀ j, Real.exp γ ≤ T j)
    (hε : ∀ j, |T (j + 1) - (U (j + 1) - 1 / T j)| ≤ ε) (n : ℕ) :
    |T n - S n| ≤ Real.exp (-2 * γ) ^ n * |T 0 - S 0| + ε / (1 - Real.exp (-2 * γ)) := by
  have hq : 0 < 1 - Real.exp (-2 * γ) := by
    have : Real.exp (-2 * γ) < 1 := Real.exp_lt_one_iff.mpr (by linarith)
    linarith
  have hε0 : 0 ≤ ε := (abs_nonneg _).trans (hε 0)
  induction n with
  | zero =>
    have := div_nonneg hε0 hq.le
    simpa using this
  | succ n ih =>
    -- new error plus the contracted old error
    have h1 := inversion_contracts (hT n) (exp_le_ratio hU hS hS0 n)
    have h2 : |T (n + 1) - S (n + 1)| ≤ ε + |1 / T n - 1 / S n| := by
      have e : T (n + 1) - S (n + 1)
          = (T (n + 1) - (U (n + 1) - 1 / T n)) - (1 / T n - 1 / S n) := by
        rw [hS n]; ring
      rw [e]
      exact (abs_sub _ _).trans (by linarith [hε n])
    have h3 := mul_le_mul_of_nonneg_left ih (Real.exp_pos (-2 * γ)).le
    have h4 : ε / (1 - Real.exp (-2 * γ)) * (1 - Real.exp (-2 * γ)) = ε :=
      div_mul_cancel₀ _ hq.ne'
    rw [pow_succ]
    linarith

/-- For `γ > 0` the neighbour ratio of the wave `sinh ((n + 1) γ)` exceeds `exp γ` by `exp (-(n + 1)
γ) sinh γ / sinh ((n + 1) γ)`. -/
theorem sinhWave_excess {γ : ℝ} (hγ : 0 < γ) (n : ℕ) :
    waveRatio (sinhWave γ) n - Real.exp γ
      = Real.exp (-(((n : ℝ) + 1) * γ)) * Real.sinh γ / sinhWave γ n := by
  have h : sinhWave γ n ≠ 0 := (Real.sinh_pos_iff.mpr (by positivity)).ne'
  have e : sinhWave γ (n + 1) = Real.sinh (((n : ℝ) + 1) * γ + γ) := by
    unfold sinhWave
    congr 1
    push_cast
    ring
  unfold waveRatio
  rw [eq_div_iff h, sub_mul, div_mul_cancel₀ _ h, e]
  unfold sinhWave
  generalize ((n : ℝ) + 1) * γ = a
  simp only [Real.sinh_eq, neg_add, Real.exp_add]
  ring

/-- For `γ > 0` and constant `U = 2 cosh γ`, the constant ratio `exp γ` and the ratio of the `sinh`
wave both obey the recursion and start at or above `exp γ`, and their difference is at least `(1 -
exp (-2γ)) exp (-2γn)` times its initial value. -/
theorem decay_rate_sharp {γ : ℝ} (hγ : 0 < γ) :
    RatioRecursion (fun _ => 2 * Real.cosh γ) (fun _ => Real.exp γ) ∧
    RatioRecursion (fun _ => 2 * Real.cosh γ) (waveRatio (sinhWave γ)) ∧
    Real.exp γ ≤ waveRatio (sinhWave γ) 0 ∧
    ∀ n : ℕ, (1 - Real.exp (-2 * γ)) * Real.exp (-2 * γ * n)
        * |waveRatio (sinhWave γ) 0 - Real.exp γ|
      ≤ |waveRatio (sinhWave γ) n - Real.exp γ| := by
  have hs : 0 < Real.sinh γ := Real.sinh_pos_iff.mpr hγ
  have hpos : ∀ j, 0 < sinhWave γ j := fun j => Real.sinh_pos_iff.mpr (by positivity)
  have h0 : waveRatio (sinhWave γ) 0 - Real.exp γ = Real.exp (-γ) := by
    rw [sinhWave_excess hγ 0, div_eq_iff (hpos 0).ne']
    simp [sinhWave]
  refine ⟨?_, ?_, ?_, ?_⟩
  · intro j
    show Real.exp γ = 2 * Real.cosh γ - 1 / Real.exp γ
    rw [Real.cosh_eq, Real.exp_neg]
    ring
  · refine waveRatio_recursion (fun j => (hpos j).ne') (fun j => ?_)
    have e1 : sinhWave γ (j + 2) = Real.sinh (((j : ℝ) + 2) * γ + γ) := by
      unfold sinhWave; congr 1; push_cast; ring
    have e2 : sinhWave γ j = Real.sinh (((j : ℝ) + 2) * γ - γ) := by
      unfold sinhWave; congr 1; ring
    have e3 : sinhWave γ (j + 1) = Real.sinh (((j : ℝ) + 2) * γ) := by
      unfold sinhWave; congr 1; push_cast; ring
    rw [e1, e2, e3, Real.sinh_add, Real.sinh_sub]
    ring
  · linarith [Real.exp_pos (-γ)]
  · intro n
    have hn : 0 < Real.exp (-(((n : ℝ) + 1) * γ)) * Real.sinh γ :=
      mul_pos (Real.exp_pos _) hs
    rw [h0, abs_of_pos (Real.exp_pos _), sinhWave_excess hγ n,
      abs_of_pos (div_pos hn (hpos n)), le_div_iff₀ (hpos n)]
    -- the prefactor equals `2 sinh γ exp (-2(n+1)γ)`
    have hL : (1 - Real.exp (-2 * γ)) * Real.exp (-2 * γ * n) * Real.exp (-γ)
        = 2 * Real.sinh γ * (Real.exp (-(((n : ℝ) + 1) * γ))
          * Real.exp (-(((n : ℝ) + 1) * γ))) := by
      have a1 : Real.exp (-(((n : ℝ) + 1) * γ)) * Real.exp (-(((n : ℝ) + 1) * γ))
          = Real.exp (-2 * γ * n) * (Real.exp (-γ) * Real.exp (-γ)) := by
        simp only [← Real.exp_add]
        congr 1
        ring
      have a2 : Real.exp (-2 * γ) = Real.exp (-γ) * Real.exp (-γ) := by
        rw [← Real.exp_add]
        congr 1
        ring
      have a3 : Real.exp γ * Real.exp (-γ) = 1 := by
        rw [← Real.exp_add, add_neg_cancel, Real.exp_zero]
      rw [a1, a2, Real.sinh_eq]
      linear_combination (-(Real.exp (-2 * γ * n) * Real.exp (-γ))) * a3
    rw [hL]
    unfold sinhWave
    generalize ((n : ℝ) + 1) * γ = a at hn ⊢
    -- `sinh a` is at most half of `exp a`
    have h2 : 2 * Real.exp (-a) * Real.sinh a ≤ 1 := by
      have a4 : Real.exp a * Real.exp (-a) = 1 := by
        rw [← Real.exp_add, add_neg_cancel, Real.exp_zero]
      rw [Real.sinh_eq]
      nlinarith [mul_pos (Real.exp_pos (-a)) (Real.exp_pos (-a))]
    have h3 := mul_le_mul_of_nonneg_left h2 hn.le
    linarith

end

end RatioPropagation
```

```lean
#print axioms RatioPropagation.difference_formula
-- 'RatioPropagation.difference_formula' depends on axioms: [propext, Classical.choice, Quot.sound]
#print axioms RatioPropagation.ratios_forget_start
-- 'RatioPropagation.ratios_forget_start' depends on axioms: [propext, Classical.choice, Quot.sound]
#print axioms RatioPropagation.rounding_error_bound
-- 'RatioPropagation.rounding_error_bound' depends on axioms: [propext, Classical.choice, Quot.sound]
#print axioms RatioPropagation.decay_rate_sharp
-- 'RatioPropagation.decay_rate_sharp' depends on axioms: [propext, Classical.choice, Quot.sound]
```

## The bound and its hypotheses

The main theorem, `ratios_forget_start`, concerns two real sequences $R$ and $S$ driven by the same coefficients $U$. `RatioRecursion U R` says that

$$R_{j+1}=U_{j+1}-\frac1{R_j}\qquad (j\ge 0),$$

and likewise for $S$. `Forbidden γ U` says that $U_{j+1}\ge 2\cosh\gamma$ for every $j\ge0$; the value $U_0$ is never used. If also $R_0\ge e^\gamma$ and $S_0\ge e^\gamma$, then for every $n\ge0$

$$|R_n-S_n|\le e^{-2\gamma n}\,|R_0-S_0|.$$

The theorem accepts any real $\gamma$, but the bound decays only for $\gamma>0$.

## From the Schrödinger equation to the ratios

For one particle of mass $m$ and energy $E$ in a one-dimensional potential $V$, the second-difference Schrödinger equation on a grid of spacing $h$ reads

$$\psi_{j+2}+\psi_j=U_{j+1}\psi_{j+1},\qquad U_j=2+\frac{2mh^2}{\hbar^2}(V_j-E).$$

Dividing by $\psi_{j+1}$ gives the recursion for the ratio $\psi_{j+1}/\psi_j$, which is `waveRatio ψ j`. This is `waveRatio_recursion`; it assumes that $\psi$ vanishes at no grid point. The Lean code starts from the three-term equation with a general $U$, so the discretisation itself is not part of it.

For $\gamma>0$, the condition $U_j\ge2\cosh\gamma$ means that $V_j-E\ge \hbar^2(\cosh\gamma-1)/(mh^2)$: the site is classically forbidden by a definite margin. For constant $U=2\cosh\gamma$ the grid equation is solved by $e^{\pm\gamma j}$, so $\gamma$ is the growth or decay exponent per grid step in a flat barrier at that margin. The condition on the starting ratio says that the wave grows by a factor of at least $e^\gamma$ over the first step, so the propagation runs in the direction of growth. It is assumed, and it matters: for constant $U=2\cosh\gamma$ the decaying wave has the constant ratio $e^{-\gamma}$, which never approaches $e^\gamma$.

The formal condition covers every site $j\ge1$, but $R_n$ and $S_n$ depend only on $U_1,\dots,U_n$. For a barrier of finite length the bound therefore holds up to its last site, since the later coefficients can be replaced by $2\cosh\gamma$ without changing these ratios. In single-channel shooting calculations for bound states, it limits how much of a wrong boundary ratio survives a barrier, provided the wrong and the correct ratio both start at or above $e^\gamma$. Coupled channels, where the ratios become matrices, are not covered.

## Why each step contracts the difference

First, the ratios stay at or above $e^\gamma$. If $y_n\ge e^\gamma$, then $1/y_n\le e^{-\gamma}$, and

$$y_{n+1}\ge 2\cosh\gamma-e^{-\gamma}=e^\gamma.$$

`exp_le_ratio` is this induction: `Real.cosh_eq` expands the hyperbolic cosine and `linarith` combines the two inequalities.

Second, for $x,y\ge e^\gamma$ we have $xy\ge e^{2\gamma}$, so

$$\left|\frac1x-\frac1y\right|=\frac{|x-y|}{xy}\le e^{-2\gamma}|x-y|.$$

In `inversion_contracts` the bound on the product becomes $1\le e^{-2\gamma}xy$, and multiplying by $|x-y|$ finishes the estimate.

Third, subtracting the two recursions cancels $U_{n+1}$:

$$|R_{n+1}-S_{n+1}|=\left|\frac1{R_n}-\frac1{S_n}\right|\le e^{-2\gamma}|R_n-S_n|.$$

The `calc` block in `ratios_forget_start` follows this line, inserts the induction hypothesis and merges the exponentials. At $n=0$ the claim is an equality.

## The exact difference

The same subtraction, kept as an equality, gives $R_{n+1}-S_{n+1}=(R_n-S_n)/(R_nS_n)$, and hence

$$R_n-S_n=\frac{R_0-S_0}{\prod_{j=0}^{n-1}R_jS_j},$$

where the empty product at $n=0$ is 1. `difference_formula` proves this by induction for any two nonvanishing solutions, with no condition on $U$; `linear_combination` does the algebra of one step. Each step divides the size of the difference by $|R_jS_j|$, so ratios of larger magnitude mean faster forgetting.

## Errors made along the way

In `rounding_error_bound`, $T$ is a computed sequence that misses the recursion by at most $\varepsilon$, in absolute terms, at each step. Write $q=e^{-2\gamma}$ with $\gamma>0$, and $d_n=|T_n-S_n|$, where $S$ is an exact solution with $S_0\ge e^\gamma$. The triangle inequality and the contraction give $d_{n+1}\le\varepsilon+q\,d_n$. If $d_n\le q^nd_0+\varepsilon/(1-q)$, then

$$d_{n+1}\le q^{n+1}d_0+\varepsilon+\frac{q\varepsilon}{1-q}=q^{n+1}d_0+\frac{\varepsilon}{1-q}.$$

The accumulated error therefore stays bounded however long the propagation runs. That every $T_j$ remains at or above $e^\gamma$ is a hypothesis here, since an error could push a ratio at the threshold below it.

## The rate cannot be improved

Take constant $U=2\cosh\gamma$ with $\gamma>0$. The constant ratio $e^\gamma$ obeys the recursion. So does the ratio of the wave $\sinh((j+1)\gamma)$, because $\sinh(b+\gamma)+\sinh(b-\gamma)=2\cosh\gamma\,\sinh b$. Call this second ratio $W_n$ and set $a=(n+1)\gamma$. Then `sinhWave_excess` states that

$$W_n-e^\gamma=\frac{\sinh(a+\gamma)-e^\gamma\sinh a}{\sinh a}=\frac{e^{-a}\sinh\gamma}{\sinh a}.$$

At $n=0$ this is $e^{-\gamma}$, so $W_0\ge e^\gamma$ and the main theorem applies to the pair. Since $\sinh a\le e^a/2$,

$$W_n-e^\gamma\ge 2\sinh\gamma\,e^{-2a}=(1-e^{-2\gamma})\,e^{-2\gamma n}\,(W_0-e^\gamma).$$

This is the last part of `decay_rate_sharp`. In its proof `hL` rewrites the prefactor, and `h2` supplies the bound on $\sinh a$. The difference decays no faster than a fixed multiple of $e^{-2\gamma n}$, so no faster exponential decay can be guaranteed for all ratios that satisfy the hypotheses.
